# Chemical shift and shielding difference for ν = ν₀(1 − σ): the exact error of δ ≈ σr − σ

## Frequencies, shifts and the error

A nucleus in a fixed magnetic field has a dimensionless shielding constant σ and resonates at

    ν = ν₀(1 − σ),

where ν₀ is the frequency of the same nucleus stripped of its electrons. This law is postulated: the electrons reduce the field at the nucleus by the fraction σ, and every contribution, ring currents included, is lumped into that one real number. Anisotropy and bulk-susceptibility corrections are absent. A reference nucleus of the same isotope in the same field has shielding σr and frequency νr = ν₀(1 − σr).

```lean
import Mathlib

open Real

namespace ChemicalShiftConvention

noncomputable section

/-- Resonance frequency `ν = ν₀ (1 - σ)` of a nucleus with shielding constant `σ`,
where `ν₀` is the frequency of the bare nucleus. -/
def freq (ν₀ σ : ℝ) : ℝ := ν₀ * (1 - σ)
```

The chemical shift δ of a frequency ν against νr (Lean's `νref`) is

    δ = (ν − νr)/νr.

It is a pure number, and it is positive when ν > νr > 0. `shift ν₀ σ σr` is δ evaluated on the two resonance frequencies, with the sample shielding as second argument and the reference shielding as third.

```lean
/-- Chemical shift `δ = (ν - ν_ref) / ν_ref` of a frequency `ν` relative to a
reference frequency `ν_ref`. -/
def delta (ν νref : ℝ) : ℝ := (ν - νref) / νref

/-- Chemical shift of a nucleus with shielding `σ` against a reference nucleus with
shielding `σr`, computed from their resonance frequencies. -/
def shift (ν₀ σ σr : ℝ) : ℝ := delta (freq ν₀ σ) (freq ν₀ σr)
```

The error ε of the approximation δ ≈ σr − σ is

    ε = δ − (σr − σ),

and 1 ppm is the number 10⁻⁶.

```lean
/-- Error of the approximation `δ ≈ σr - σ`: the shift minus the shielding difference. -/
def err (ν₀ σ σr : ℝ) : ℝ := shift ν₀ σ σr - (σr - σ)

/-- One part per million. -/
def ppm : ℝ := 1 / 1000000
```

Two hypotheses recur. The condition ν₀ > 0 takes the bare frequency as a magnitude in a nonzero field, and σr < 1 says that the induced field at the reference does not cancel or reverse the applied one. Electronic-structure calculations deliver shieldings while spectra deliver shifts, and within this scalar model with a common ν₀ the number ε is the cost of converting one into the other by plain subtraction.

## (a) The reference frequency is positive

Show that νr > 0 for ν₀ > 0 and σr < 1.

From σr < 1 follows 1 − σr > 0, and a product of two positive numbers is positive. `sub_pos` and `mul_pos` are these two steps.

```lean
/-- The reference frequency is positive when `ν₀ > 0` and `σr < 1`. -/
theorem freq_pos {ν₀ σr : ℝ} (hν : 0 < ν₀) (hr : σr < 1) : 0 < freq ν₀ σr :=
  mul_pos hν (sub_pos.mpr hr)
```

## (b) The shift and the error in closed form

For ν₀ > 0, σr < 1 and any real σ, express δ and ε through the shieldings, and show that δ is the only number d with ν = νr(1 + d).

The numerator is ν − νr = ν₀(1 − σ) − ν₀(1 − σr) = ν₀(σr − σ), and ν₀ cancels:

    δ = ν₀(σr − σ)/[ν₀(1 − σr)] = (σr − σ)/(1 − σr).

Since νr ≠ 0, the equation d = (ν − νr)/νr is equivalent to d·νr = ν − νr, which is ν = νr(1 + d). For the error,

    ε = (σr − σ)[1/(1 − σr) − 1] = (σr − σ)[1 − (1 − σr)]/(1 − σr) = σr(σr − σ)/(1 − σr).

`shift_formula` is the conjunction of the three statements. The step `hs` cross-multiplies with `div_eq_div_iff` and closes the polynomial identity with `ring`. The middle clause clears the denominator with `eq_div_iff hf`, and `linear_combination -h` rearranges in each direction. The last clause multiplies through by 1 − σr. Lean sets x/0 = 0, so `shift` has a value even at νr = 0, but the middle clause would be false there, because ν = 0·(1 + d) holds for all d or for none.

```lean
/-- For `ν₀ > 0` and `σr < 1` the shift equals `(σr - σ)/(1 - σr)`, is the unique `d` with
`ν = ν_ref (1 + d)`, and differs from `σr - σ` by `σr (σr - σ)/(1 - σr)`. -/
theorem shift_formula {ν₀ σr : ℝ} (σ : ℝ) (hν : 0 < ν₀) (hr : σr < 1) :
    shift ν₀ σ σr = (σr - σ) / (1 - σr) ∧
    (∀ d : ℝ, freq ν₀ σ = freq ν₀ σr * (1 + d) ↔ d = shift ν₀ σ σr) ∧
    err ν₀ σ σr = σr * (σr - σ) / (1 - σr) := by
  have h1 : (1 - σr) ≠ 0 := (sub_pos.mpr hr).ne'
  have hf : freq ν₀ σr ≠ 0 := (freq_pos hν hr).ne'
  -- the bare frequency cancels from the ratio
  have hs : shift ν₀ σ σr = (σr - σ) / (1 - σr) := by
    unfold shift delta
    rw [div_eq_div_iff hf h1]
    unfold freq
    ring
  refine ⟨hs, fun d => ?_, ?_⟩
  · unfold shift delta
    rw [eq_div_iff hf]
    constructor
    · intro h
      linear_combination -h
    · intro h
      linear_combination -h
  · unfold err
    rw [hs, eq_div_iff h1, sub_mul, div_mul_cancel₀ _ h1]
    ring
```

## (c) Shielding recovered from the shift

Under the same hypotheses, solve for σ given δ and σr.

Multiplying the formula for δ by 1 − σr gives δ(1 − σr) = σr − σ, hence

    σ = σr − δ(1 − σr).

The proof inserts the first clause of (b) and cancels the factor with `div_mul_cancel₀`.

```lean
/-- For `ν₀ > 0` and `σr < 1` the shielding is recovered from the shift and the reference shielding:
`σ = σr - δ (1 - σr)`. -/
theorem shielding_from_shift {ν₀ σr : ℝ} (σ : ℝ) (hν : 0 < ν₀) (hr : σr < 1) :
    σ = σr - shift ν₀ σ σr * (1 - σr) := by
  have h1 : (1 - σr) ≠ 0 := (sub_pos.mpr hr).ne'
  rw [(shift_formula σ hν hr).1, div_mul_cancel₀ _ h1]
  ring
```

## (d) When the shielding difference is exact

Under the same hypotheses, show that δ = σr − σ holds if and only if σr = 0 or σ = σr.

Multiplying by 1 − σr ≠ 0 turns the equation into

    σr − σ = (σr − σ)(1 − σr),   that is,   σr(σ − σr) = 0.

A product vanishes only if a factor does, and either substitution satisfies the equation. In Lean the product is `h2`, and `mul_eq_zero` splits it. In the case σr = 0 the reference resonates at the bare-nucleus frequency, νr = ν₀, and δ = −σ for every σ. In the case σ = σr both sides are zero.

```lean
/-- For `ν₀ > 0` and `σr < 1` the shift equals the shielding difference `σr - σ` exactly when the
reference is unshielded or the two shieldings coincide. -/
theorem approx_exact_iff {ν₀ σr : ℝ} (σ : ℝ) (hν : 0 < ν₀) (hr : σr < 1) :
    shift ν₀ σ σr = σr - σ ↔ σr = 0 ∨ σ = σr := by
  have h1 : (1 - σr) ≠ 0 := (sub_pos.mpr hr).ne'
  rw [(shift_formula σ hν hr).1, div_eq_iff h1]
  constructor
  · intro h
    have h2 : σr * (σ - σr) = 0 := by linear_combination -h
    rcases mul_eq_zero.mp h2 with h3 | h3
    · exact Or.inl h3
    · exact Or.inr (by linarith)
  · rintro (h | h)
    · rw [h]
      ring
    · rw [h]
      ring
```

## (e) A uniform bound on the error

Let ν₀ > 0, and let a and b be real numbers with |σr| ≤ a < 1 and |σr − σ| ≤ b. Show that |ε| ≤ ab/(1 − a).

From σr ≤ |σr| ≤ a < 1 follow σr < 1, so that (b) applies, and 1 − σr ≥ 1 − a > 0. Also a ≥ 0 and b ≥ 0, as bounds on absolute values. Then

    |ε| = |σr|·|σr − σ|/(1 − σr) ≤ ab/(1 − σr) ≤ ab/(1 − a).

`hnum` bounds the numerator, and the two lines of the `calc` block are the two inequalities. Negative σr, a deshielded reference, is covered down to −a. At a = 0 the bound is zero, in agreement with (d).

```lean
/-- If `ν₀ > 0`, `|σr| ≤ a < 1` and `|σr - σ| ≤ b`, the error is at most `a b / (1 - a)` in size. -/
theorem abs_err_le {ν₀ σ σr a b : ℝ} (hν : 0 < ν₀) (ha : a < 1)
    (hra : |σr| ≤ a) (hb : |σr - σ| ≤ b) :
    |err ν₀ σ σr| ≤ a * b / (1 - a) := by
  have hle : σr ≤ a := (le_abs_self σr).trans hra
  have hr : σr < 1 := lt_of_le_of_lt hle ha
  have ha0 : 0 ≤ a := (abs_nonneg _).trans hra
  have hb0 : 0 ≤ b := (abs_nonneg _).trans hb
  have hpos : 0 < 1 - σr := sub_pos.mpr hr
  have hposa : 0 < 1 - a := sub_pos.mpr ha
  rw [(shift_formula σ hν hr).2.2, abs_div, abs_mul, abs_of_pos hpos]
  -- bound the numerator from above and the denominator from below
  have hnum : |σr| * |σr - σ| ≤ a * b := mul_le_mul hra hb (abs_nonneg _) ha0
  calc |σr| * |σr - σ| / (1 - σr) ≤ a * b / (1 - σr) :=
        div_le_div_of_nonneg_right hnum hpos.le
    _ ≤ a * b / (1 - a) :=
        div_le_div_of_nonneg_left (mul_nonneg ha0 hb0) hposa (by linarith)
```

## (f) The bound is attained

For ν₀ > 0, 0 ≤ a < 1 and b ≥ 0, find shieldings that meet the conditions of (e) with |ε| = ab/(1 − a).

Take σr = a and σ = a − b. Then |σr| = a, σr − σ = b, and (b) gives

    ε = ab/(1 − a) ≥ 0.

`abs_err_sharp` states the two admissibility conditions and the equality, where `err ν₀ (a - b) a` has sample shielding a − b and reference shielding a. `hab` is σr − σ = b, and `abs_of_nonneg` removes each absolute value. A remark that no theorem here states: for fixed b > 0 this worst-case error behaves as ab for small a and grows without limit as a approaches 1.

```lean
/-- For `ν₀ > 0`, `0 ≤ a < 1` and `0 ≤ b` the bound `a b / (1 - a)` is attained: `σr = a`, `σ = a -
b` satisfy `|σr| ≤ a` and `|σr - σ| ≤ b`, and the size of the error equals the bound. -/
theorem abs_err_sharp {ν₀ a b : ℝ} (hν : 0 < ν₀) (ha0 : 0 ≤ a) (ha : a < 1) (hb0 : 0 ≤ b) :
    |a| ≤ a ∧ |a - (a - b)| ≤ b ∧ |err ν₀ (a - b) a| = a * b / (1 - a) := by
  have hab : a - (a - b) = b := by ring
  refine ⟨(abs_of_nonneg ha0).le, ?_, ?_⟩
  · rw [hab]
    exact (abs_of_nonneg hb0).le
  · rw [(shift_formula (a - b) hν ha).2.2, hab]
    exact abs_of_nonneg (div_nonneg (mul_nonneg ha0 hb0) (sub_pos.mpr ha).le)
```

## (g) A strongly shielded reference

For the illustrative values σr = 0.01 and σ = 0.005 and any ν₀ > 0, compute ε and show that it exceeds 50 ppm.

    ε = 0.01 × 0.005/0.99 = (5 × 10⁻⁵)/0.99 = 1/19800 ≈ 50.5 ppm.

The inequality 1/19800 > 50 × 10⁻⁶ = 1/20000 follows by comparing denominators. The decimals enter Lean as the exact fractions `5 / 1000` and `1 / 100`, and `norm_num` does the arithmetic after the error formula of (b) is inserted.

```lean
/-- For `ν₀ > 0`, `σr = 0.01` and `σ = 0.005` the error is `1/19800`, which exceeds 50 ppm. -/
theorem err_large_shielding {ν₀ : ℝ} (hν : 0 < ν₀) :
    err ν₀ (5 / 1000) (1 / 100) = 1 / 19800 ∧ 50 * ppm < err ν₀ (5 / 1000) (1 / 100) := by
  have h : err ν₀ (5 / 1000) (1 / 100) = 1 / 19800 := by
    rw [(shift_formula (σr := 1 / 100) (5 / 1000) hν (by norm_num)).2.2]
    norm_num
  refine ⟨h, ?_⟩
  rw [h]
  unfold ppm
  norm_num
```

## (h) A weakly shielded reference

For ν₀ > 0, σr = 3 × 10⁻⁵ and any σ with |σr − σ| ≤ 2 × 10⁻⁵, show that |ε| < 0.001 ppm.

Part (e) with a = 3 × 10⁻⁵ and b = 2 × 10⁻⁵ gives

    |ε| ≤ 6 × 10⁻¹⁰/(1 − 3 × 10⁻⁵) < 10⁻⁹ = 0.001 ppm,

where the strict inequality holds because 1 − 3 × 10⁻⁵ > 0.6. The proof supplies |σr| ≤ a as `hra`, calls `abs_err_le`, and compares the two numbers with `norm_num`.

```lean
/-- For `ν₀ > 0`, `σr = 0.00003` and `|σr - σ| ≤ 0.00002` the error is below 0.001 ppm in size. -/
theorem err_small_shielding {ν₀ σ : ℝ} (hν : 0 < ν₀)
    (hσ : |3 / 100000 - σ| ≤ 2 / 100000) :
    |err ν₀ σ (3 / 100000)| < 1 / 1000 * ppm := by
  have hra : |(3 / 100000 : ℝ)| ≤ 3 / 100000 := (abs_of_pos (by norm_num)).le
  have h := abs_err_le hν (by norm_num) hra hσ
  refine lt_of_le_of_lt h ?_
  unfold ppm
  norm_num
```

## (i) Change of reference

Let ν₀ > 0, and let r₁ < 1 and r₂ < 1 be the shieldings of two references with frequencies ν₁ and ν₂. Write δ₁ for the shift of the sample against r₁, δ₂ for its shift against r₂, and δ₁₂ for the shift of reference 1 against reference 2. Show that

    δ₂ = δ₁ + δ₁₂ + δ₁δ₁₂.

By the middle clause of (b), ν = ν₁(1 + δ₁) and ν₁ = ν₂(1 + δ₁₂). Substituting the second equation into the first,

    ν = ν₂(1 + δ₁₂)(1 + δ₁) = ν₂(1 + δ₁ + δ₁₂ + δ₁δ₁₂).

The only d with ν = ν₂(1 + d) is δ₂, which gives the claim. In Lean δ₁, δ₂ and δ₁₂ are `shift ν₀ σ r₁`, `shift ν₀ σ r₂` and `shift ν₀ r₁ r₂`. The two frequency equations are `e₁` and `e₂`, the uniqueness clause for r₂ reduces the goal to the displayed equation for ν, and the substitution is the sum of `e₁` and (1 + δ₁) times `e₂` passed to `linear_combination`.

```lean
/-- Change of reference, for `ν₀ > 0`, `r₁ < 1` and `r₂ < 1`: the shift against `r₂` is the shift
against `r₁`, plus the shift of `r₁` against `r₂`, plus the product of these two shifts. -/
theorem shift_rereference {ν₀ r₁ r₂ : ℝ} (σ : ℝ) (hν : 0 < ν₀) (h₁ : r₁ < 1) (h₂ : r₂ < 1) :
    shift ν₀ σ r₂ =
      shift ν₀ σ r₁ + shift ν₀ r₁ r₂ + shift ν₀ σ r₁ * shift ν₀ r₁ r₂ := by
  -- chain the frequency ratios ν = ν₁ (1 + δ₁) and ν₁ = ν₂ (1 + δ₁₂)
  have e₁ := ((shift_formula σ hν h₁).2.1 _).mpr rfl
  have e₂ := ((shift_formula r₁ hν h₂).2.1 _).mpr rfl
  symm
  apply ((shift_formula σ hν h₂).2.1 _).mp
  linear_combination e₁ + (1 + shift ν₀ σ r₁) * e₂

end

end ChemicalShiftConvention
```

```lean
#print axioms ChemicalShiftConvention.approx_exact_iff
#print axioms ChemicalShiftConvention.err_large_shielding
#print axioms ChemicalShiftConvention.err_small_shielding
#print axioms ChemicalShiftConvention.shift_rereference
```

```
'ChemicalShiftConvention.approx_exact_iff' depends on axioms: [propext, Classical.choice, Quot.sound]
'ChemicalShiftConvention.err_large_shielding' depends on axioms: [propext, Classical.choice, Quot.sound]
'ChemicalShiftConvention.err_small_shielding' depends on axioms: [propext, Classical.choice, Quot.sound]
'ChemicalShiftConvention.shift_rereference' depends on axioms: [propext, Classical.choice, Quot.sound]
```
